# The Energy Cost of Localisation in a Finite Symmetric System with a Gapped Ground State

A particle tunnels between two equivalent wells while coupled to a bath of finitely many modes, each truncated to finitely many levels. A variational calculation returns a low-energy state in which the particle sits mostly on the left. If the exact ground state is non-degenerate, symmetry forbids such a preference, so the localisation is spurious. How far above the ground-state energy must the trial state lie?

Let $H$ be the Hamiltonian of system and bath together. The operator $Z$ is $+1$ in one well and $-1$ in the other, and $P$ is the parity that exchanges the wells. The symmetry assumed throughout is that $H$ commutes with $P$. In an unbiased spin-boson model, $Z=\sigma_z$ and $P=\sigma_x(-1)^N$, where $N$ is the total number of bath quanta. The polarisation of a unit vector $v$ is $m=\langle v,Zv\rangle$. With $E$ the ground-state energy and $G$ a lower bound on the gap above it, the result is

$$\langle v,Hv\rangle\;\ge\;E+\frac{G}{2}\left(1-\sqrt{1-m^2}\right).$$

## Operators, symmetry and gap

The states live in a complex inner product space `V`, whose inner product is conjugate-linear in the first argument.

In Lean 4 with Mathlib:

```lean
import Mathlib

open scoped ComplexConjugate

namespace SpuriousLocalisation

noncomputable section

variable {V : Type*} [NormedAddCommGroup V] [InnerProductSpace ℂ V]
```

Both $P$ and $Z$ are Hermitian and square to the identity, so they are unitary with eigenvalues among $\pm1$.

```lean
/-- A Hermitian unitary: a Hermitian operator whose square is the identity. -/
structure IsHermitianUnitary (Z : V →ₗ[ℂ] V) : Prop where
  herm : ∀ x y, inner ℂ (Z x) y = inner ℂ x (Z y)
  invol : ∀ x, Z (Z x) = x
```

The spectral assumption is stated through eigenvectors. The unit vector $g$ satisfies $Hg=Eg$, every solution of $Hx=Ex$ is a multiple of $g$, and any other real eigenvalue is at least $E+G$. Physically, $G$ bounds from below the first excitation energy of the coupled system, such as a tunnelling splitting dressed by the bath. It is assumed here and not derived from a microscopic model.

```lean
/-- The unit vector `g` spans the eigenspace of `H` at energy `E`, and every other real
eigenvalue of `H` is at least `E + G`. -/
structure IsGappedGround (H : V →ₗ[ℂ] V) (E G : ℝ) (g : V) : Prop where
  norm_one : ‖g‖ = 1
  eigen : H g = (E : ℂ) • g
  simple : ∀ x, H x = (E : ℂ) • x → ∃ c : ℂ, x = c • g
  gap : ∀ (μ : ℝ) (x : V), x ≠ 0 → H x = (μ : ℂ) • x → μ = E ∨ E + G ≤ μ
```

## The ground state has no preferred well

Since $H$ commutes with $P$, we have $HPg=PHg=E\,Pg$, and simplicity gives $Pg=cg$ for some complex $c$. Now evaluate $\langle Pg,ZPg\rangle$ in two ways. Anticommutation, $ZP=-PZ$, together with $P^2=1$ gives $-\langle g,Zg\rangle$, while inserting $Pg=cg$ gives $|c|^2\langle g,Zg\rangle$. Hence

$$(1+|c|^2)\,\langle g,Zg\rangle=0,$$

and the first factor is positive. In the code, `h1` holds the two evaluations and `h2` this product.

```lean
variable {H P Z : V →ₗ[ℂ] V} {E G m : ℝ} {g v : V}

/-- If `H` commutes with a Hermitian unitary `P` and `Z` anticommutes with `P`, a gapped
ground state of `H` has zero expectation value of `Z`. -/
theorem ground_unpolarised (h : IsGappedGround H E G g) (hP : IsHermitianUnitary P)
    (hcomm : ∀ x, H (P x) = P (H x)) (hanti : ∀ x, Z (P x) = -P (Z x)) :
    inner ℂ g (Z g) = 0 := by
  -- the symmetry maps the ground state to a multiple of itself
  obtain ⟨c, hc⟩ := h.simple (P g) (by rw [hcomm, h.eigen, map_smul])
  have h1 : inner ℂ (P g) (Z (P g)) = -inner ℂ g (Z g) := by
    rw [hanti, inner_neg_right, hP.herm, hP.invol]
  rw [hc, map_smul, inner_smul_left, inner_smul_right] at h1
  have h2 : ((1 + Complex.normSq c : ℝ) : ℂ) * inner ℂ g (Z g) = 0 := by
    rw [Complex.ofReal_add, Complex.ofReal_one, Complex.normSq_eq_conj_mul_self]
    linear_combination h1
  rcases mul_eq_zero.mp h2 with h3 | h3
  · have h4 := Complex.ofReal_eq_zero.mp h3
    linarith [Complex.normSq_nonneg c]
  · exact h3
```

## Weights in the two wells

The components of $v$ in the two wells are $(v\pm Zv)/2$. Because $\|Zv\|=1$,

$$\|v\pm Zv\|^2=1+1\pm2m=2\pm2m,$$

so the probabilities of the two wells are $(1\pm m)/2$. The code keeps the vectors without the factor $1/2$.

```lean
/-- For a Hermitian unitary `Z` and a unit vector `v` with `⟨v, Z v⟩ = m`, the branches
`v + Z v` and `v - Z v` have squared norms `2 + 2 m` and `2 - 2 m`. -/
theorem branch_norms (hZ : IsHermitianUnitary Z) (hv : ‖v‖ = 1)
    (hm : inner ℂ v (Z v) = (m : ℂ)) :
    ‖v + Z v‖ ^ 2 = 2 + 2 * m ∧ ‖v - Z v‖ ^ 2 = 2 - 2 * m := by
  have hn : ‖Z v‖ ^ 2 = 1 := by
    rw [← inner_self_eq_norm_sq (𝕜 := ℂ), hZ.herm, hZ.invol, inner_self_eq_norm_sq, hv]
    norm_num
  have hre : RCLike.re (inner ℂ v (Z v)) = m := by
    rw [hm]
    exact Complex.ofReal_re m
  constructor
  · rw [norm_add_sq (𝕜 := ℂ), hre, hn, hv]
    ring
  · rw [norm_sub_sq (𝕜 := ℂ), hre, hn, hv]
    ring
```

## A polarised state overlaps imperfectly with the ground state

Write $g_\pm=g\pm Zg$ and $v_\pm=v\pm Zv$. Expanding and using $\langle Zg,Zv\rangle=\langle g,v\rangle$,

$$4\langle g,v\rangle=\langle g_+,v_+\rangle+\langle g_-,v_-\rangle .$$

The ground state has polarisation zero, so $\|g_\pm\|^2=2$. Cauchy–Schwarz in each well gives

$$4|\langle g,v\rangle|\le\sqrt2\left(\sqrt{2+2m}+\sqrt{2-2m}\right).$$

Squaring yields $16|\langle g,v\rangle|^2\le 8+8\sqrt{1-m^2}$, that is,

$$|\langle g,v\rangle|^2\le\frac{1+\sqrt{1-m^2}}{2}.$$

The identity is `key` and the Cauchy–Schwarz estimate is `h4`. After squaring, `hab` and `hAB` bound the two factors of the cross term.

```lean
/-- Let `Z` be a Hermitian unitary and `g` a unit vector with `⟨g, Z g⟩ = 0`. A unit vector
`v` with `⟨v, Z v⟩ = m` has squared overlap with `g` of at most `(1 + √(1 - m²)) / 2`. -/
theorem overlap_sq_le (hZ : IsHermitianUnitary Z) (hg : ‖g‖ = 1)
    (hgZ : inner ℂ g (Z g) = 0) (hv : ‖v‖ = 1) (hm : inner ℂ v (Z v) = (m : ℂ)) :
    ‖inner ℂ g v‖ ^ 2 ≤ (1 + √(1 - m ^ 2)) / 2 := by
  obtain ⟨gp, gm⟩ := branch_norms (m := 0) hZ hg (by rw [hgZ, Complex.ofReal_zero])
  obtain ⟨vp, vm⟩ := branch_norms hZ hv hm
  -- the overlap is the sum of the overlaps in the two branches
  have key : 4 * inner ℂ g v
      = inner ℂ (g + Z g) (v + Z v) + inner ℂ (g - Z g) (v - Z v) := by
    simp only [inner_add_left, inner_add_right, inner_sub_left, inner_sub_right,
      hZ.herm, hZ.invol]
    ring
  have h4 : 4 * ‖inner ℂ g v‖ ≤ ‖g + Z g‖ * ‖v + Z v‖ + ‖g - Z g‖ * ‖v - Z v‖ := by
    calc 4 * ‖inner ℂ g v‖ = ‖4 * inner ℂ g v‖ := by
          rw [norm_mul]
          norm_num
      _ ≤ _ := by
          rw [key]
          exact (norm_add_le _ _).trans
            (add_le_add (norm_inner_le_norm _ _) (norm_inner_le_norm _ _))
  have hsq := pow_le_pow_left₀ (by positivity) h4 2
  have hab : ‖g + Z g‖ * ‖g - Z g‖ ≤ 2 := by
    nlinarith [sq_nonneg (‖g + Z g‖ - ‖g - Z g‖)]
  have hAB : ‖v + Z v‖ * ‖v - Z v‖ / 2 ≤ √(1 - m ^ 2) := by
    refine (le_abs_self _).trans (Real.abs_le_sqrt (le_of_eq ?_))
    rw [div_pow, mul_pow, vp, vm]
    ring
  have hprod := mul_le_mul_of_nonneg_right hab
    (mul_nonneg (norm_nonneg (v + Z v)) (norm_nonneg (v - Z v)))
  have hexp : (‖g + Z g‖ * ‖v + Z v‖ + ‖g - Z g‖ * ‖v - Z v‖) ^ 2
      = ‖g + Z g‖ ^ 2 * ‖v + Z v‖ ^ 2 + ‖g - Z g‖ ^ 2 * ‖v - Z v‖ ^ 2
        + 2 * (‖g + Z g‖ * ‖g - Z g‖ * (‖v + Z v‖ * ‖v - Z v‖)) := by ring
  rw [hexp, gp, gm, vp, vm] at hsq
  linarith
```

## Weight outside the ground state costs at least the gap

Take an orthonormal eigenbasis $b_i$ of $H$ with eigenvalues $\varepsilon_i$ (`ev i` in the code). Then

$$\langle v,Hv\rangle=\sum_i\varepsilon_i|\langle b_i,v\rangle|^2 .$$

For each $i$,

$$(E+G)|\langle b_i,v\rangle|^2-G|\langle b_i,g\rangle|^2|\langle g,v\rangle|^2\le\varepsilon_i|\langle b_i,v\rangle|^2 .$$

If $\varepsilon_i=E$, then $b_i$ is a multiple of $g$, so $|\langle b_i,v\rangle|=|\langle b_i,g\rangle||\langle g,v\rangle|$ and equality holds. Otherwise $\varepsilon_i\ge E+G$, and the subtracted term only helps. Since $g$ and $v$ are unit vectors, summing over $i$ gives

$$E+G\left(1-|\langle g,v\rangle|^2\right)\le\langle v,Hv\rangle .$$

The termwise inequality is `hpt`. Finite dimension enters here, through the eigenbasis. The energy is written as a real part, which loses nothing because $H$ is Hermitian.

```lean
/-- For a Hermitian `H` with ground state `g` and gap at least `G ≥ 0`, the energy of a unit
vector exceeds `E` by at least `G` times its weight outside the ground state. -/
theorem energy_ge_of_overlap [FiniteDimensional ℂ V] (hH : H.IsSymmetric) (hG : 0 ≤ G)
    (h : IsGappedGround H E G g) (hv : ‖v‖ = 1) :
    E + G * (1 - ‖inner ℂ g v‖ ^ 2) ≤ (inner ℂ v (H v)).re := by
  obtain ⟨b, ev, hb⟩ : ∃ (b : OrthonormalBasis (Fin (Module.finrank ℂ V)) ℂ V)
      (ev : Fin (Module.finrank ℂ V) → ℝ), ∀ i, H (b i) = (ev i : ℂ) • b i :=
    ⟨hH.eigenvectorBasis rfl, hH.eigenvalues rfl, fun i => hH.apply_eigenvectorBasis rfl i⟩
  -- the energy is the average of the eigenvalues weighted by the squared overlaps
  have hE : (inner ℂ v (H v)).re = ∑ i, ev i * ‖inner ℂ (b i) v‖ ^ 2 := by
    rw [← b.sum_inner_mul_inner v (H v), Complex.re_sum]
    refine Finset.sum_congr rfl fun i _ => ?_
    rw [← hH (b i) v, hb i, inner_smul_left, ← inner_conj_symm v (b i), Complex.conj_ofReal]
    generalize inner ℂ (b i) v = z
    rw [← Complex.normSq_eq_norm_sq, Complex.normSq_apply]
    simp only [Complex.mul_re, Complex.mul_im, Complex.conj_re, Complex.conj_im,
      Complex.ofReal_re, Complex.ofReal_im]
    ring
  have hgg : ‖inner ℂ g g‖ = 1 := by
    rw [inner_self_eq_norm_sq_to_K, h.norm_one]
    simp
  have hpt : ∀ i, (E + G) * ‖inner ℂ (b i) v‖ ^ 2
      - G * (‖inner ℂ (b i) g‖ ^ 2 * ‖inner ℂ g v‖ ^ 2) ≤ ev i * ‖inner ℂ (b i) v‖ ^ 2 := by
    intro i
    rcases h.gap (ev i) (b i) (b.orthonormal.ne_zero i) (hb i) with he | he
    · obtain ⟨c, hc⟩ := h.simple (b i) (by rw [hb i, he])
      have hn : ‖inner ℂ (b i) v‖ = ‖inner ℂ (b i) g‖ * ‖inner ℂ g v‖ := by
        rw [hc, inner_smul_left, inner_smul_left, norm_mul, norm_mul, hgg, mul_one]
      rw [he, hn]
      apply le_of_eq
      ring
    · have h1 := mul_le_mul_of_nonneg_right he (sq_nonneg ‖inner ℂ (b i) v‖)
      have h2 : 0 ≤ G * (‖inner ℂ (b i) g‖ ^ 2 * ‖inner ℂ g v‖ ^ 2) := by positivity
      linarith
  have hsum := Finset.sum_le_sum fun i (_ : i ∈ Finset.univ) => hpt i
  rw [Finset.sum_sub_distrib, ← Finset.mul_sum, ← Finset.mul_sum, ← Finset.sum_mul,
    b.sum_sq_norm_inner_right v, b.sum_sq_norm_inner_right g, hv, h.norm_one] at hsum
  rw [hE]
  linarith
```

## The localisation bound

Inserting the overlap bound into the energy bound gives the stated result, since

$$1-\frac{1+\sqrt{1-m^2}}{2}=\frac{1-\sqrt{1-m^2}}{2}.$$

In the statement, `hH` says that $H$ is Hermitian, `hcomm` and `hanti` are the two symmetry relations, and `hm` defines the polarisation. The theorem allows $G\ge0$, though at $G=0$ it reduces to $\langle v,Hv\rangle\ge E$ and says nothing about $m$. It concerns the energy of a pure state, not its time evolution.

```lean
/-- Energy cost of localisation: let a Hermitian `H` with simple lowest eigenvalue `E` and gap
at least `G ≥ 0` commute with a Hermitian unitary `P`, and let a Hermitian unitary `Z`
anticommute with `P`. A unit vector with `⟨v, Z v⟩ = m` has energy at least
`E + G (1 - √(1 - m²)) / 2`. -/
theorem localisation_energy [FiniteDimensional ℂ V] (hH : H.IsSymmetric) (hG : 0 ≤ G)
    (h : IsGappedGround H E G g) (hP : IsHermitianUnitary P) (hZ : IsHermitianUnitary Z)
    (hcomm : ∀ x, H (P x) = P (H x)) (hanti : ∀ x, Z (P x) = -P (Z x))
    (hv : ‖v‖ = 1) (hm : inner ℂ v (Z v) = (m : ℂ)) :
    E + G * (1 - √(1 - m ^ 2)) / 2 ≤ (inner ℂ v (H v)).re := by
  have h1 := overlap_sq_le hZ h.norm_one (ground_unpolarised h hP hcomm hanti) hv hm
  have h2 := energy_ge_of_overlap hH hG h hv
  have h3 := mul_le_mul_of_nonneg_left h1 hG
  linarith
```

## Reading the polarisation limit from an energy error

Suppose the trial energy is at most $E+\delta$ with $\delta\le G/2$. The bound then gives $0\le G-2\delta\le G\sqrt{1-m^2}$, and squaring yields

$$G^2m^2\le G^2-(G-2\delta)^2=4\delta(G-\delta).$$

For a variational ground-state calculation on a finite, unbiased model with a known gap, this turns an energy error into a limit on false polarisation. An error of one per cent of the gap still permits $|m|$ of about $0.2$, so a good energy alone does not guarantee a symmetric state.

```lean
/-- In the setting of `localisation_energy`, a unit trial vector with energy at most `E + δ`,
where `δ ≤ G / 2`, has a polarisation `m` obeying `G² m² ≤ 4 δ (G - δ)`. -/
theorem polarisation_le_of_energy_error [FiniteDimensional ℂ V] {δ : ℝ}
    (hH : H.IsSymmetric) (hG : 0 ≤ G)
    (h : IsGappedGround H E G g) (hP : IsHermitianUnitary P) (hZ : IsHermitianUnitary Z)
    (hcomm : ∀ x, H (P x) = P (H x)) (hanti : ∀ x, Z (P x) = -P (Z x))
    (hv : ‖v‖ = 1) (hm : inner ℂ v (Z v) = (m : ℂ))
    (hδ : (inner ℂ v (H v)).re ≤ E + δ) (hδG : δ ≤ G / 2) :
    G ^ 2 * m ^ 2 ≤ 4 * δ * (G - δ) := by
  have h1 := localisation_energy hH hG h hP hZ hcomm hanti hv hm
  obtain ⟨vp, vm⟩ := branch_norms hZ hv hm
  have hm1 : 0 ≤ 1 - m ^ 2 := by
    nlinarith [mul_nonneg (sq_nonneg ‖v + Z v‖) (sq_nonneg ‖v - Z v‖)]
  have h2 : G - 2 * δ ≤ G * √(1 - m ^ 2) := by linarith
  have h3 := pow_le_pow_left₀ (by linarith) h2 2
  rw [mul_pow, Real.sq_sqrt hm1] at h3
  linarith
```

## A two-level system that attains the bound

Operators on $\mathbb C^2$ are given by their matrix entries, and components are numbered 0 and 1.

```lean
/-- The operator on a two-level system with matrix rows `(a, b)` and `(c, d)`. -/
def twoLevel (a b c d : ℂ) : EuclideanSpace ℂ (Fin 2) →ₗ[ℂ] EuclideanSpace ℂ (Fin 2) where
  toFun x := !₂[a * x 0 + b * x 1, c * x 0 + d * x 1]
  map_add' x y := by
    ext i
    fin_cases i <;> simp <;> ring
  map_smul' r x := by
    ext i
    fin_cases i <;> simp <;> ring
```

The inner product is $\langle x,y\rangle=\bar x_0y_0+\bar x_1y_1$.

```lean
/-- The inner product of a two-level system in components. -/
theorem inner_two (x y : EuclideanSpace ℂ (Fin 2)) :
    inner ℂ x y = conj (x 0) * y 0 + conj (x 1) * y 1 := by
  simp only [PiLp.inner_apply, Fin.sum_univ_two, RCLike.inner_apply]
  ring
```

Take $H=\mathrm{diag}(E,E+G)$ with $G>0$, $P=\mathrm{diag}(1,-1)$, and let $Z$ exchange the two components. The basis vectors are thus energy eigenstates, and the wells are their equal superpositions. The ground state is $g=(1,0)$. The diagonal matrices commute, and exchanging the components reverses the sign pattern of $P$, so $ZP=-PZ$. The eigenvalue conditions are read off by component in `comp`.

```lean
/-- For `G > 0`, the two-level system with `H = diag(E, E + G)`, `P = diag(1, -1)` and `Z` the
exchange of the two levels meets all the hypotheses on the operators in
`localisation_energy`. -/
theorem localisation_energy_witness (E : ℝ) {G : ℝ} (hG : 0 < G) :
    (twoLevel E 0 0 (E + G : ℝ)).IsSymmetric ∧
    IsGappedGround (twoLevel E 0 0 (E + G : ℝ)) E G !₂[1, 0] ∧
    IsHermitianUnitary (twoLevel 1 0 0 (-1)) ∧ IsHermitianUnitary (twoLevel 0 1 1 0) ∧
    (∀ x, twoLevel E 0 0 (E + G : ℝ) (twoLevel 1 0 0 (-1) x)
      = twoLevel 1 0 0 (-1) (twoLevel E 0 0 (E + G : ℝ) x)) ∧
    (∀ x, twoLevel 0 1 1 0 (twoLevel 1 0 0 (-1) x)
      = -twoLevel 1 0 0 (-1) (twoLevel 0 1 1 0 x)) := by
  have comp : ∀ (μ : ℝ) (x : EuclideanSpace ℂ (Fin 2)),
      twoLevel E 0 0 (E + G : ℝ) x = (μ : ℂ) • x →
      (E : ℂ) * x 0 = μ * x 0 ∧ ((E + G : ℝ) : ℂ) * x 1 = μ * x 1 := by
    intro μ x hx
    have h0 := congrArg (fun z : EuclideanSpace ℂ (Fin 2) => z 0) hx
    have h1 := congrArg (fun z : EuclideanSpace ℂ (Fin 2) => z 1) hx
    exact ⟨by simpa [twoLevel] using h0, by simpa [twoLevel] using h1⟩
  refine ⟨?_, ⟨?_, ?_, ?_, ?_⟩, ⟨?_, ?_⟩, ⟨?_, ?_⟩, ?_, ?_⟩
  · intro x y
    rw [inner_two, inner_two]
    simp [twoLevel]
    ring
  · simp [EuclideanSpace.norm_eq, Fin.sum_univ_two]
  · ext i
    fin_cases i <;> simp [twoLevel]
  · intro x hx
    have h1 := (comp E x hx).2
    rw [Complex.ofReal_add] at h1
    have h2 : (G : ℂ) * x 1 = 0 := by linear_combination h1
    have h3 := (mul_eq_zero.mp h2).resolve_left (Complex.ofReal_ne_zero.mpr hG.ne')
    refine ⟨x 0, ?_⟩
    ext i
    fin_cases i <;> simp [h3]
  · intro μ x hx0 hx
    obtain ⟨h0, h1⟩ := comp μ x hx
    by_cases hz : x 0 = 0
    · have hx1 : x 1 ≠ 0 := fun hz1 => hx0 (by
        ext i
        fin_cases i <;> simp [hz, hz1])
      exact Or.inr (Complex.ofReal_injective (mul_right_cancel₀ hx1 h1)).le
    · exact Or.inl (Complex.ofReal_injective (mul_right_cancel₀ hz h0)).symm
  · intro x y
    rw [inner_two, inner_two]
    simp [twoLevel]
  · intro x
    ext i
    fin_cases i <;> simp [twoLevel]
  · intro x y
    rw [inner_two, inner_two]
    simp [twoLevel]
    ring
  · intro x
    ext i
    fin_cases i <;> simp [twoLevel]
  · intro x
    ext i
    fin_cases i <;> simp [twoLevel]
  · intro x
    ext i
    fin_cases i <;> simp [twoLevel]
```

For $m^2\le1$ put $s=\sqrt{1-m^2}$ and choose real amplitudes $v=(a,b)$ with

$$a=\sqrt{\frac{1+s}{2}},\qquad b=\frac{m}{2a}.$$

Then $b^2=m^2/(4a^2)=(1-s^2)/(2(1+s))=(1-s)/2$, so $a^2+b^2=1$. The polarisation is $2ab=m$, and the energy is

$$Ea^2+(E+G)b^2=E+\frac{G(1-s)}{2}.$$

For $G>0$ this is equality in the localisation bound at every allowed polarisation.

```lean
/-- In the two-level system with `H = diag(E, E + G)` and `Z` the exchange of the levels, every
polarisation `m` with `m² ≤ 1` is reached by a unit vector of energy exactly
`E + G (1 - √(1 - m²)) / 2`. -/
theorem localisation_energy_sharp (E G : ℝ) {m : ℝ} (hm : m ^ 2 ≤ 1) :
    ∃ v : EuclideanSpace ℂ (Fin 2), ‖v‖ = 1 ∧ inner ℂ v (twoLevel 0 1 1 0 v) = (m : ℂ) ∧
      (inner ℂ v (twoLevel E 0 0 (E + G : ℝ) v)).re = E + G * (1 - √(1 - m ^ 2)) / 2 := by
  have hs : √(1 - m ^ 2) ^ 2 = 1 - m ^ 2 := Real.sq_sqrt (by linarith)
  have hs0 := Real.sqrt_nonneg (1 - m ^ 2)
  generalize √(1 - m ^ 2) = s at hs hs0 ⊢
  -- amplitudes of the two levels
  obtain ⟨a, ha0, ha⟩ : ∃ a : ℝ, 0 < a ∧ a ^ 2 = (1 + s) / 2 :=
    ⟨√((1 + s) / 2), Real.sqrt_pos.mpr (by linarith), Real.sq_sqrt (by linarith)⟩
  obtain ⟨b, hab⟩ : ∃ b : ℝ, 2 * a * b = m :=
    ⟨m / (2 * a), mul_div_cancel₀ m (by positivity)⟩
  have hb : b ^ 2 = (1 - s) / 2 := by
    have h1 : (1 + s) * (b ^ 2 - (1 - s) / 2) = 0 := by
      linear_combination (-2 * b ^ 2) * ha + ((2 * a * b + m) / 2) * hab + hs / 2
    have h2 := (mul_eq_zero.mp h1).resolve_left (by linarith)
    linarith
  have hone : a ^ 2 + b ^ 2 = 1 := by linarith
  refine ⟨!₂[(a : ℂ), (b : ℂ)], ?_, ?_, ?_⟩
  · rw [EuclideanSpace.norm_eq, Fin.sum_univ_two]
    simp [hone]
  · rw [inner_two, ← hab]
    simp [twoLevel]
    ring
  · have he : inner ℂ !₂[(a : ℂ), (b : ℂ)] (twoLevel E 0 0 (E + G : ℝ) !₂[(a : ℂ), (b : ℂ)])
        = ((E * (a ^ 2 + b ^ 2) + G * b ^ 2 : ℝ) : ℂ) := by
      rw [inner_two]
      simp [twoLevel]
      ring
    rw [he, Complex.ofReal_re, hone, hb]
    ring

end

end SpuriousLocalisation
```

```lean
#print axioms SpuriousLocalisation.localisation_energy
#print axioms SpuriousLocalisation.polarisation_le_of_energy_error
#print axioms SpuriousLocalisation.localisation_energy_sharp
```

```
'SpuriousLocalisation.localisation_energy' depends on axioms: [propext, Classical.choice, Quot.sound]
'SpuriousLocalisation.polarisation_le_of_energy_error' depends on axioms: [propext, Classical.choice, Quot.sound]
'SpuriousLocalisation.localisation_energy_sharp' depends on axioms: [propext, Classical.choice, Quot.sound]
```
